# The Ehrenfest energy gradient in adiabatic states and the power of its coupling term

For a finite Hermitian Hamiltonian matrix $H(R)$, written in a fixed basis and differentiable in $R$, with differentiable orthonormal eigenstates $\phi_j$ and differentiable energies $E_j$, the state $\psi=\sum_j c_j\phi_j$ satisfies

$$\langle\psi,H'\psi\rangle=\sum_j|c_j|^2E_j'+G,\qquad G=\sum_{j,k}\bar c_jc_k(E_k-E_j)\,d_{jk},\qquad d_{jk}=\langle\phi_j,\phi_k'\rangle .$$

If $\psi$ also obeys $i\dot\psi=H\psi$ (with $\hbar=1$) along a path $R(t)$ with velocity $v=\dot R$, then $vG=\sum_jE_j\,d|c_j|^2/dt$. In Ehrenfest simulations with one classical coordinate and finitely many electronic levels, $-G$ is the part of the mean-field force whose power is minus the rate at which population transfer changes the electronic energy.

## A finite electronic space and one nuclear coordinate

The type `n` indexes a fixed, $R$-independent basis, and `ι` labels the eigenstates, which need not span the space. The product `star u ⬝ᵥ w` is $\langle u,w\rangle$, conjugate-linear on the left.

```lean
import Mathlib

open Matrix

namespace EhrenfestForce

noncomputable section

variable {n ι : Type*} [Fintype n] [DecidableEq ι]
```

`gradH` is $H'$, taken entry by entry.

```lean
/-- The entrywise derivative `H'(R)` of a matrix Hamiltonian with respect to the nuclear
coordinate. -/
def gradH (H : ℝ → Matrix n n ℂ) (R : ℝ) : Matrix n n ℂ :=
  Matrix.of fun a b => deriv (fun x => H x a b) R

/-- The derivative coupling `d_jk = ⟨φ_j, φ_k'⟩` at the nuclear coordinate `R`. -/
def coupling (φ : ι → ℝ → n → ℂ) (R : ℝ) (j k : ι) : ℂ :=
  star (φ j R) ⬝ᵥ deriv (φ k) R

/-- The electronic state `∑ c_k φ_k(R)` with amplitudes `c_k`. -/
def state [Fintype ι] (φ : ι → ℝ → n → ℂ) (c : ι → ℂ) (R : ℝ) : n → ℂ :=
  ∑ k, c k • φ k R
```

`couplingGradient` is $G$.

```lean
/-- The coupling part `∑ conj(c_j) c_k (E_k - E_j) d_jk` of the mean energy gradient. -/
def couplingGradient [Fintype ι] (E : ι → ℝ → ℝ) (φ : ι → ℝ → n → ℂ) (c : ι → ℂ) (R : ℝ) : ℂ :=
  ∑ j, ∑ k, star (c j) * c k * (((E k R - E j R : ℝ) : ℂ) * coupling φ R j k)
```

The assumptions on the electronic problem are collected in one structure and hold at every $R$. The energies are real by their type.

```lean
/-- `H` is a differentiable Hermitian family, and the `φ_j` are differentiable orthonormal
eigenstates of it with differentiable energies `E_j`. -/
structure AdiabaticStates (H : ℝ → Matrix n n ℂ) (φ : ι → ℝ → n → ℂ) (E : ι → ℝ → ℝ) :
    Prop where
  hermitian : ∀ R, (H R).IsHermitian
  diffH : ∀ a b, Differentiable ℝ fun R => H R a b
  diffφ : ∀ j, Differentiable ℝ (φ j)
  diffE : ∀ j, Differentiable ℝ (E j)
  orthonormal : ∀ R j k, star (φ j R) ⬝ᵥ φ k R = if j = k then 1 else 0
  eigen : ∀ R k, H R *ᵥ φ k R = (E k R : ℂ) • φ k R
```

## Hermiticity lets the Hamiltonian act on the bra

Physically, Hermiticity makes the energy an observable. By hand, it gives for any vector $w$

$$\langle\phi_j,Hw\rangle=\langle H\phi_j,w\rangle=E_j\langle\phi_j,w\rangle .$$

The proof takes the `star` of the eigenvalue equation and replaces $H^\dagger$ by $H$. For a non-Hermitian $H$, the bra would in general have to be a separate left eigenvector.

```lean
variable {H : ℝ → Matrix n n ℂ} {φ : ι → ℝ → n → ℂ} {E : ι → ℝ → ℝ}

/-- For adiabatic states, `⟨φ_j, H w⟩ = E_j ⟨φ_j, w⟩` for every vector `w`. -/
theorem AdiabaticStates.eigen_left (h : AdiabaticStates H φ E) (R : ℝ) (j : ι) (w : n → ℂ) :
    star (φ j R) ⬝ᵥ (H R *ᵥ w) = (E j R : ℂ) * (star (φ j R) ⬝ᵥ w) := by
  have h1 := congrArg star (h.eigen R j)
  rw [Matrix.star_mulVec, (h.hermitian R).eq] at h1
  have h2 : star ((E j R : ℂ) • φ j R) = (E j R : ℂ) • star (φ j R) := by
    ext a
    simp
  rw [Matrix.dotProduct_mulVec, h1, h2, smul_dotProduct, smul_eq_mul]
```

## Differentiable eigenstates give the matrix elements of the gradient

The eigenvalue equation says that the $\phi_k$ are adiabatic states; differentiability says that they and their energies can be followed smoothly as the nucleus moves. Differentiating $H\phi_k=E_k\phi_k$ gives

$$H'\phi_k+H\phi_k'=E_k'\phi_k+E_k\phi_k' .$$

Projecting on $\phi_j$, with the previous identity for $w=\phi_k'$, gives

$$\langle\phi_j,H'\phi_k\rangle=\delta_{jk}E_k'+(E_k-E_j)d_{jk}.$$

In Lean, `key` is the differentiated equation, obtained from the uniqueness of derivatives, and `h5` is its projection.

Without the eigenvalue equation the formula can fail: a fixed basis has $d_{jk}=0$, yet $H'$ may have off-diagonal elements. Without differentiability $E_k'$ may not exist: for $H=\mathrm{diag}(R,-R)$, energies sorted by size have a kink at $R=0$, while energies that follow the states do not.

```lean
/-- Hellmann-Feynman relation with its off-diagonal part: for adiabatic states,
`⟨φ_j, H' φ_k⟩ = δ_jk E_k' + (E_k - E_j) d_jk`. -/
theorem AdiabaticStates.hellmann_feynman (h : AdiabaticStates H φ E) (R : ℝ) (j k : ι) :
    star (φ j R) ⬝ᵥ (gradH H R *ᵥ φ k R) =
      (if j = k then ((deriv (E k) R : ℝ) : ℂ) else 0)
        + ((E k R - E j R : ℝ) : ℂ) * coupling φ R j k := by
  have hφ : ∀ b, HasDerivAt (fun x => φ k x b) (deriv (φ k) R b) R :=
    hasDerivAt_pi.1 (h.diffφ k R).hasDerivAt
  -- differentiate the eigenvalue equation
  have key : gradH H R *ᵥ φ k R + H R *ᵥ deriv (φ k) R =
      ((deriv (E k) R : ℝ) : ℂ) • φ k R + (E k R : ℂ) • deriv (φ k) R := by
    ext a
    have h1 : HasDerivAt (fun x => ∑ b, H x a b * φ k x b)
        (∑ b, (deriv (fun x => H x a b) R * φ k R b + H R a b * deriv (φ k) R b)) R :=
      HasDerivAt.fun_sum fun b _ => (h.diffH a b R).hasDerivAt.fun_mul (hφ b)
    have h2 : HasDerivAt (fun x => (E k x : ℂ) * φ k x a)
        (((deriv (E k) R : ℝ) : ℂ) * φ k R a + (E k R : ℂ) * deriv (φ k) R a) R :=
      (h.diffE k R).hasDerivAt.ofReal_comp.fun_mul (hφ a)
    have h3 : (fun x => ∑ b, H x a b * φ k x b) = fun x => (E k x : ℂ) * φ k x a :=
      funext fun x => congrFun (h.eigen x k) a
    rw [h3] at h1
    have h4 := h1.unique h2
    rw [Finset.sum_add_distrib] at h4
    exact h4
  -- project on the bra
  have h5 := congrArg (fun w => star (φ j R) ⬝ᵥ w) key
  simp only [dotProduct_add, dotProduct_smul, smul_eq_mul] at h5
  rw [h.eigen_left R j (deriv (φ k) R), h.orthonormal] at h5
  unfold coupling
  push_cast
  split_ifs at h5 ⊢ <;> linear_combination h5
```

## Orthonormality at every geometry makes the couplings anti-Hermitian

Orthonormality lets $|c_j|^2$ be read as a population. At a single $R$ it supplies the $\delta_{jk}$ above. Its validity at all $R$ gives more:

$$0=\frac{d}{dR}\langle\phi_k,\phi_j\rangle=\overline{d_{jk}}+d_{kj}.$$

The proof differentiates the overlap as a sum and compares it with the derivative of a constant. If a normalised real state were rescaled by $e^R$, its $d_{kk}$ would become $e^{2R}$, which is not anti-Hermitian.

```lean
/-- The derivative couplings of adiabatic states are anti-Hermitian:
`conj(d_jk) = -d_kj`. -/
theorem AdiabaticStates.coupling_star (h : AdiabaticStates H φ E) (R : ℝ) (j k : ι) :
    star (coupling φ R j k) = -coupling φ R k j := by
  have hφ : ∀ i b, HasDerivAt (fun x => φ i x b) (deriv (φ i) R b) R :=
    fun i => hasDerivAt_pi.1 (h.diffφ i R).hasDerivAt
  have hs : ∀ b, HasDerivAt (fun x => star (φ k x b)) (star (deriv (φ k) R b)) R :=
    fun b => (hφ k b).star
  have h1 : HasDerivAt (fun x => ∑ b, star (φ k x b) * φ j x b)
      (∑ b, (star (deriv (φ k) R b) * φ j R b + star (φ k R b) * deriv (φ j) R b)) R :=
    HasDerivAt.fun_sum fun b _ => (hs b).fun_mul (hφ j b)
  -- the overlap does not depend on the coordinate
  have h2 : (fun x => ∑ b, star (φ k x b) * φ j x b) = fun _ => if k = j then 1 else 0 :=
    funext fun x => h.orthonormal x k j
  rw [h2] at h1
  have h3 := h1.unique (hasDerivAt_const R _)
  rw [Finset.sum_add_distrib] at h3
  have h4 : star (coupling φ R k j) = ∑ b, star (deriv (φ j) R b) * φ k R b := by
    simp only [coupling, dotProduct, Pi.star_apply, star_sum, star_mul', star_star]
    exact Finset.sum_congr rfl fun b _ => mul_comm _ _
  have h5 : star (coupling φ R j k) = ∑ b, star (deriv (φ k) R b) * φ j R b := by
    simp only [coupling, dotProduct, Pi.star_apply, star_sum, star_mul', star_star]
    exact Finset.sum_congr rfl fun b _ => mul_comm _ _
  rw [h5]
  exact eq_neg_of_add_eq_zero_left h3
```

## A state within the family has the stated gradient

Here the amplitudes are arbitrary and $\psi$ need not be normalised. Expanding both sides of the inner product,

$$\langle\psi,H'\psi\rangle=\sum_{j,k}\bar c_jc_k\bigl[\delta_{jk}E_k'+(E_k-E_j)d_{jk}\bigr],$$

and $\bar c_jc_j=|c_j|^2$ gives the result. The steps `hx` and `hc` are these two facts. A component of $\psi$ outside the family would add further matrix elements.

```lean
variable [Fintype ι]

/-- Ehrenfest energy gradient (minus the force) in the adiabatic representation: for `ψ = ∑ c_j φ_j`
built from adiabatic states, `⟨ψ, H' ψ⟩ = ∑ |c_j|² E_j' + ∑ conj(c_j) c_k (E_k - E_j) d_jk`. -/
theorem AdiabaticStates.ehrenfest_force (h : AdiabaticStates H φ E) (c : ι → ℂ) (R : ℝ) :
    star (state φ c R) ⬝ᵥ (gradH H R *ᵥ state φ c R) =
      ∑ j, ((‖c j‖ ^ 2 : ℝ) : ℂ) * ((deriv (E j) R : ℝ) : ℂ) + couplingGradient E φ c R := by
  have hm : gradH H R *ᵥ state φ c R = ∑ k, c k • (gradH H R *ᵥ φ k R) := by
    have h1 := map_sum (Matrix.mulVecLin (gradH H R)) (fun k => c k • φ k R) Finset.univ
    simpa only [state, Matrix.mulVecLin_apply, Matrix.mulVec_smul] using h1
  -- expand in matrix elements between adiabatic states
  have hx : star (state φ c R) ⬝ᵥ (gradH H R *ᵥ state φ c R) =
      ∑ j, ∑ k, star (c j) * c k * (star (φ j R) ⬝ᵥ (gradH H R *ᵥ φ k R)) := by
    rw [hm, state, star_sum, sum_dotProduct]
    refine Finset.sum_congr rfl fun j _ => ?_
    rw [dotProduct_sum]
    refine Finset.sum_congr rfl fun k _ => ?_
    rw [star_smul, smul_dotProduct, dotProduct_smul, smul_eq_mul, smul_eq_mul, mul_assoc]
  have hc : ∀ j, star (c j) * c j = ((‖c j‖ ^ 2 : ℝ) : ℂ) := fun j => by
    rw [← Complex.normSq_eq_norm_sq, Complex.normSq_eq_conj_mul_self]
    rfl
  rw [hx, couplingGradient, ← Finset.sum_add_distrib]
  refine Finset.sum_congr rfl fun j _ => ?_
  simp only [h.hellmann_feynman, mul_add, Finset.sum_add_distrib, mul_ite, mul_zero,
    Finset.sum_ite_eq, Finset.mem_univ, if_true, hc]
```

## The Schrödinger equation turns the coupling term into population transfer

From here on `R` is a trajectory, `c` depends on time, and `hψ` is the Schrödinger equation at the instant `t`. For an incomplete family this is a real restriction: the motion must not drive the state out of the span. No nuclear equation of motion is assumed, so the path may be prescribed, and conservation of total energy is not claimed.

The product and chain rules give

$$\sum_k(\dot c_k\phi_k+v\,c_k\phi_k')=-iH\psi .$$

Projecting on $\phi_j$ gives

$$\dot c_j=-iE_jc_j-v\sum_kd_{jk}c_k .$$

```lean
variable {c : ι → ℝ → ℂ} {c' : ι → ℂ} {R : ℝ → ℝ} {v t : ℝ}

/-- Let the `φ_k` be adiabatic states of `H` with energies `E_k`, and let the amplitudes `c_k` be
differentiable at time `t`. If `ψ = ∑ c_k φ_k(R(t))` obeys `ψ' = -i H ψ` at that time, while the
nuclear coordinate moves with velocity `v`, the amplitudes obey `c_j' = -i E_j c_j - v ∑ d_jk c_k`.
-/
theorem AdiabaticStates.amplitude_equation (h : AdiabaticStates H φ E)
    (hR : HasDerivAt R v t) (hc : ∀ k, HasDerivAt (c k) (c' k) t)
    (hψ : HasDerivAt (fun s => state φ (fun k => c k s) (R s))
      ((-Complex.I) • (H (R t) *ᵥ state φ (fun k => c k t) (R t))) t) (j : ι) :
    c' j = -Complex.I * (E j (R t) * c j t) - v * ∑ k, coupling φ (R t) j k * c k t := by
  have hd : HasDerivAt (fun s => state φ (fun k => c k s) (R s))
      (∑ k, (c k t • (v • deriv (φ k) (R t)) + c' k • φ k (R t))) t :=
    HasDerivAt.fun_sum fun k _ =>
      (hc k).smul (HasDerivAt.scomp t (h.diffφ k (R t)).hasDerivAt hR)
  have hq : star (φ j (R t)) ⬝ᵥ state φ (fun k => c k t) (R t) = c j t := by
    rw [state, dotProduct_sum]
    simp only [dotProduct_smul, h.orthonormal, smul_eq_mul, mul_ite, mul_one, mul_zero,
      Finset.sum_ite_eq, Finset.mem_univ, if_true]
  have hp : star (φ j (R t)) ⬝ᵥ (∑ k, (c k t • (v • deriv (φ k) (R t)) + c' k • φ k (R t))) =
      v * ∑ k, coupling φ (R t) j k * c k t + c' j := by
    rw [dotProduct_sum]
    simp only [dotProduct_add, dotProduct_smul, h.orthonormal, smul_eq_mul, Complex.real_smul,
      mul_ite, mul_one, mul_zero, Finset.sum_add_distrib, Finset.sum_ite_eq, Finset.mem_univ,
      if_true, Finset.mul_sum]
    congr 1
    exact Finset.sum_congr rfl fun k _ => by unfold coupling; ring
  -- project the Schrödinger equation on the adiabatic state
  have hs : star (φ j (R t)) ⬝ᵥ
      ((-Complex.I) • (H (R t) *ᵥ state φ (fun k => c k t) (R t))) =
      v * ∑ k, coupling φ (R t) j k * c k t + c' j := by
    rw [hψ.unique hd, hp]
  rw [dotProduct_smul, h.eigen_left, hq, smul_eq_mul] at hs
  linear_combination -hs
```

In $d|c_j|^2/dt=2\,\mathrm{Re}(\bar c_j\dot c_j)$ the energy term is imaginary and drops out:

$$\frac{d|c_j|^2}{dt}=-2v\,\mathrm{Re}\Bigl(\bar c_j\sum_kd_{jk}c_k\Bigr).$$

```lean
/-- Let `ψ = ∑ c_k φ_k(R(t))` be built from adiabatic states of `H` with amplitudes differentiable
at time `t`. If `ψ' = -i H ψ` at that time, while the nuclear coordinate moves with velocity `v`,
the adiabatic populations change at the rate `d|c_j|²/dt = -2 v Re(conj(c_j) ∑ d_jk c_k)`. -/
theorem AdiabaticStates.population_rate (h : AdiabaticStates H φ E)
    (hR : HasDerivAt R v t) (hc : ∀ k, HasDerivAt (c k) (c' k) t)
    (hψ : HasDerivAt (fun s => state φ (fun k => c k s) (R s))
      ((-Complex.I) • (H (R t) *ᵥ state φ (fun k => c k t) (R t))) t) (j : ι) :
    HasDerivAt (fun s => ‖c j s‖ ^ 2)
      (-2 * v * (star (c j t) * ∑ k, coupling φ (R t) j k * c k t).re) t := by
  refine (hc j).norm_sq.congr_deriv ?_
  rw [Complex.inner, h.amplitude_equation hR hc hψ j]
  generalize ∑ k, coupling φ (R t) j k * c k t = S
  simp only [Complex.star_def, Complex.mul_re, Complex.mul_im, Complex.sub_re, Complex.sub_im,
    Complex.neg_re, Complex.neg_im, Complex.I_re, Complex.I_im, Complex.ofReal_re,
    Complex.ofReal_im, Complex.conj_re, Complex.conj_im]
  ring
```

Set $x_{jk}=\bar c_jc_kd_{jk}$. Anti-Hermiticity gives $\overline{x_{jk}}=-x_{kj}$, so

$$\sum_jE_j\frac{d|c_j|^2}{dt}=v\sum_{j,k}E_j(x_{kj}-x_{jk})=v\sum_{j,k}(E_k-E_j)x_{jk}=vG .$$

The middle step exchanges the summation names in the first term; in Lean this is `Finset.sum_comm`. Without the Schrödinger equation the balance can fail: amplitudes frozen by hand transfer no population, even where $vG\neq0$.

```lean
/-- Power balance: let `ψ = ∑ c_k φ_k(R(t))` be built from adiabatic states of `H` with amplitudes
differentiable at time `t`. If `ψ' = -i H ψ` at that time, while the nuclear coordinate moves with
velocity `v`, then the velocity times the coupling part of the mean energy gradient equals
`∑ E_j d|c_j|²/dt`. -/
theorem AdiabaticStates.power_balance (h : AdiabaticStates H φ E)
    (hR : HasDerivAt R v t) (hc : ∀ k, HasDerivAt (c k) (c' k) t)
    (hψ : HasDerivAt (fun s => state φ (fun k => c k s) (R s))
      ((-Complex.I) • (H (R t) *ᵥ state φ (fun k => c k t) (R t))) t) :
    ((∑ j, E j (R t) * deriv (fun s => ‖c j s‖ ^ 2) t : ℝ) : ℂ) =
      v * couplingGradient E φ (fun k => c k t) (R t) := by
  obtain ⟨x, hx⟩ : ∃ x : ι → ι → ℂ, ∀ j k,
      x j k = star (c j t) * c k t * coupling φ (R t) j k := ⟨_, fun _ _ => rfl⟩
  have aux : ∀ z : ℂ, ((-2 * v * z.re : ℝ) : ℂ) = -v * (z + star z) := fun z => by
    have h3 : z + star z = ((2 * z.re : ℝ) : ℂ) := Complex.add_conj z
    push_cast at h3 ⊢
    linear_combination (v : ℂ) * h3
  have h1 : ∀ j, star (c j t) * ∑ k, coupling φ (R t) j k * c k t = ∑ k, x j k := fun j => by
    rw [Finset.mul_sum]
    exact Finset.sum_congr rfl fun k _ => by rw [hx]; ring
  -- anti-Hermiticity turns complex conjugation into an exchange of the two states
  have h2 : ∀ j, star (∑ k, x j k) = -∑ k, x k j := fun j => by
    rw [star_sum, ← Finset.sum_neg_distrib]
    refine Finset.sum_congr rfl fun k _ => ?_
    rw [hx, hx, star_mul', star_mul', star_star, h.coupling_star]
    ring
  have hE : ∀ j, ((E j (R t) * deriv (fun s => ‖c j s‖ ^ 2) t : ℝ) : ℂ) =
      v * (∑ k, (E j (R t) : ℂ) * x k j - ∑ k, (E j (R t) : ℂ) * x j k) := fun j => by
    rw [(h.population_rate hR hc hψ j).deriv, Complex.ofReal_mul, aux, h1, h2,
      ← Finset.mul_sum, ← Finset.mul_sum]
    ring
  have hcomm : ∑ j, ∑ k, (E j (R t) : ℂ) * x k j = ∑ j, ∑ k, (E k (R t) : ℂ) * x j k :=
    Finset.sum_comm
  rw [Complex.ofReal_sum, Finset.sum_congr rfl fun j _ => hE j, ← Finset.mul_sum,
    Finset.sum_sub_distrib, hcomm, ← Finset.sum_sub_distrib, couplingGradient]
  congr 1
  refine Finset.sum_congr rfl fun j _ => ?_
  rw [← Finset.sum_sub_distrib]
  refine Finset.sum_congr rfl fun k _ => ?_
  rw [hx]
  push_cast
  ring
```

## A rotating two-level Hamiltonian with numbers

This model satisfies every condition of the structure, with constant energies $1$ and $-1$ and $d_{01}=-1$.

```lean
/-- A two-level Hamiltonian whose eigenstates rotate with the nuclear coordinate. -/
def rotH (R : ℝ) : Matrix (Fin 2) (Fin 2) ℂ :=
  !![((Real.cos (2 * R) : ℝ) : ℂ), ((Real.sin (2 * R) : ℝ) : ℂ);
    ((Real.sin (2 * R) : ℝ) : ℂ), ((-Real.cos (2 * R) : ℝ) : ℂ)]

/-- The rotating vectors `(cos R, sin R)` and `(-sin R, cos R)`. -/
def rotφ (j : Fin 2) (R : ℝ) : Fin 2 → ℂ :=
  ![![((Real.cos R : ℝ) : ℂ), ((Real.sin R : ℝ) : ℂ)],
    ![((-Real.sin R : ℝ) : ℂ), ((Real.cos R : ℝ) : ℂ)]] j

/-- The rotating two-level Hamiltonian has the rotating vectors as adiabatic states with
energies `1` and `-1`, and their derivative coupling `d_01` is `-1` everywhere. -/
theorem adiabaticStates_witness :
    AdiabaticStates rotH rotφ (fun j _ => ![1, -1] j) ∧ ∀ R, coupling rotφ R 0 1 = -1 := by
  have key : ∀ R : ℝ, ((Real.cos R : ℝ) : ℂ) ^ 2 + ((Real.sin R : ℝ) : ℂ) ^ 2 = 1 :=
    fun R => by exact_mod_cast Real.cos_sq_add_sin_sq R
  have hr : ∀ f : ℝ → ℝ, Differentiable ℝ f → Differentiable ℝ fun x => ((f x : ℝ) : ℂ) :=
    fun f hf => Complex.ofRealCLM.differentiable.comp hf
  have d0 : ∀ R, HasDerivAt (rotφ 0)
      ![((-Real.sin R : ℝ) : ℂ), ((Real.cos R : ℝ) : ℂ)] R := fun R => by
    rw [hasDerivAt_pi]
    intro a
    fin_cases a
    · exact (Real.hasDerivAt_cos R).ofReal_comp
    · exact (Real.hasDerivAt_sin R).ofReal_comp
  have d1 : ∀ R, HasDerivAt (rotφ 1)
      ![((-Real.cos R : ℝ) : ℂ), ((-Real.sin R : ℝ) : ℂ)] R := fun R => by
    rw [hasDerivAt_pi]
    intro a
    fin_cases a
    · exact (Real.hasDerivAt_sin R).fun_neg.ofReal_comp
    · exact (Real.hasDerivAt_cos R).ofReal_comp
  refine ⟨⟨fun R => ?_, fun a b => ?_, fun j => ?_, fun j => differentiable_const _,
    fun R j k => ?_, fun R k => ?_⟩, fun R => ?_⟩
  · ext i j
    fin_cases i <;> fin_cases j <;> simp [rotH, -Complex.ofReal_cos, -Complex.ofReal_sin]
  · have hc := hr (fun R => Real.cos (2 * R)) (by fun_prop)
    have hs := hr (fun R => Real.sin (2 * R)) (by fun_prop)
    have hn := hr (fun R => -Real.cos (2 * R)) (by fun_prop)
    fin_cases a <;> fin_cases b
    exacts [hc, hs, hs, hn]
  · fin_cases j
    exacts [fun R => (d0 R).differentiableAt, fun R => (d1 R).differentiableAt]
  · fin_cases j <;> fin_cases k <;>
      simp [rotφ, dotProduct, Fin.sum_univ_two, -Complex.ofReal_cos, -Complex.ofReal_sin]
    · linear_combination key R
    · ring
    · ring
    · linear_combination key R
  · ext a
    fin_cases k <;> fin_cases a <;>
      simp [rotH, rotφ, Matrix.mulVec, dotProduct, Fin.sum_univ_two, Real.cos_two_mul,
        Real.sin_two_mul, -Complex.ofReal_cos, -Complex.ofReal_sin]
    · linear_combination 2 * ((Real.cos R : ℝ) : ℂ) * key R
    · ring
    · ring
    · linear_combination -2 * ((Real.cos R : ℝ) : ℂ) * key R
  · rw [coupling, (d1 R).deriv]
    simp [rotφ, dotProduct, Fin.sum_univ_two, -Complex.ofReal_cos, -Complex.ofReal_sin]
    linear_combination -key R

end

end EhrenfestForce
```

Take $R=0$, $v=1$ and $c=(3/5,4/5)$. Anti-Hermiticity gives $d_{10}=1$, so

$$G=\tfrac{12}{25}(-2)(-1)+\tfrac{12}{25}(2)(1)=\tfrac{48}{25}.$$

Directly, $H'(0)$ has zero diagonal and off-diagonal entries $2$, so $\langle\psi,H'\psi\rangle=4\cdot\tfrac{12}{25}=\tfrac{48}{25}$ as well. If $\psi$ obeys the Schrödinger equation at that instant, the populations change at the rates $\tfrac{24}{25}$ and $-\tfrac{24}{25}$; weighted with the energies $1$ and $-1$, they again give $\tfrac{48}{25}$.

```lean
#print axioms EhrenfestForce.AdiabaticStates.ehrenfest_force
#print axioms EhrenfestForce.AdiabaticStates.power_balance
```

```
'EhrenfestForce.AdiabaticStates.ehrenfest_force' depends on axioms: [propext, Classical.choice, Quot.sound]
'EhrenfestForce.AdiabaticStates.power_balance' depends on axioms: [propext, Classical.choice, Quot.sound]
```
